# In mean-field alloy theory with finitely many modes, exactly one stable Onsager shift restores the short-range-order sum rule

A disordered binary alloy scatters diffusely between its Bragg peaks, and correlations between the occupations of different sites modulate this diffuse intensity. In mean-field theory the short-range-order intensity of concentration mode $k$, in units of the random alloy's, is $1/(1+a_k)$, where $a_k$ is the pair interaction in reciprocal space, reduced by temperature and composition. Each site holds exactly one atom, which fixes the on-site correlation and requires the average intensity over all modes to be 1. The mean-field formula violates this. A common remedy is a uniform Onsager shift $m$, giving $1/(1+a_k+m)$.

Suppose the $a_k$ sum to zero, are not all zero, and satisfy $1+a_k>0$. I believe that the uncorrected average is then always too large, and that exactly one shift with positive intensities repairs it, a positive one. Can this be proved rigorously, with a proof that a machine has checked?

## Tangent line, monotonicity and a bracket for the shift

Yes, and under your hypotheses the shift also stays below 1. Let there be $N\ge 1$ modes and write

$$S_k(m)=\frac{1}{1+a_k+m},\qquad \bar S(m)=\frac1N\sum_k S_k(m).$$

Call a shift $m$ stable if $1+a_k+m>0$ for every $k$. An Onsager shift is a stable $m$ with $\bar S(m)=1$.

**The unshifted average is too large.** For $x>-1$,

$$\frac1{1+x}-(1-x)=\frac{x^2}{1+x}\ge 0,$$

with equality only at $x=0$. Put $x=a_k$ and sum over the modes. At least one $a_k$ is non-zero, so the inequality is strict:

$$\sum_k S_k(0)>\sum_k(1-a_k)=N-\sum_k a_k=N.$$

Dividing by $N$ gives $\bar S(0)>1$.

**The average falls as the shift grows.** If $m$ is stable and $m'>m$, then $0<1+a_k+m<1+a_k+m'$ for every $k$. Each intensity therefore decreases, and $\bar S(m')<\bar S(m)$. Two different Onsager shifts would contradict this, so there is at most one.

**A shift exists.** Let $j$ be the softest mode, the one with the smallest interaction, and consider the interval from $m_-=-1-a_j+1/N$ to $m_+=-a_j$. For $m\ge m_-$,

$$1+a_k+m\ \ge\ a_k-a_j+\frac1N\ \ge\ \frac1N>0,$$

so every shift in the interval is stable and $\bar S$ is continuous there. At $m_-$ the softest mode has $S_j=N$ and the other intensities are positive, so $\bar S(m_-)\ge1$. At $m_+$ each denominator is $1+a_k-a_j\ge1$, so $\bar S(m_+)\le1$. By the intermediate value theorem $\bar S$ equals 1 somewhere in between. For $N=1$ the interval is the single point $-a_j$, which is the shift. This step uses neither the zero sum nor stability at $m=0$.

**The shift is positive.** Suppose an Onsager shift had $m\le0$. Then $1+a_k\ge1+a_k+m>0$, so the unshifted theory is stable and $\bar S(0)>1$ by the first step. But $\bar S$ does not increase from $m$ to $0$, so $\bar S(0)\le\bar S(m)=1$, a contradiction.

**The shift is below one.** If $1+a_k>0$ for all $k$ and $m\ge1$, then $1+a_k+m>1$. Every intensity is below 1, and so is the average.

**Two modes.** For interactions $t$ and $-t$, set $u=1+m$. The sum rule becomes

$$\frac1{u+t}+\frac1{u-t}=2\quad\Longrightarrow\quad u^2-u-t^2=0.$$

Stability means $u>|t|$, which selects the larger root:

$$m=\frac{\sqrt{1+4t^2}-1}{2}.$$

It is stable because $\sqrt{1+4t^2}\ge2|t|$ gives $u\ge|t|+\tfrac12$. With $t=\sqrt3/2$ the unshifted average is $1/(1-t^2)=4$, and the shift $m=1/2$ brings it back to 1. For $t\neq0$ the smaller root also satisfies the averaged equation, but makes one intensity negative. Positivity is thus a real part of the uniqueness claim.

Here is the Lean file.

```lean
import Mathlib

open Finset

namespace OnsagerSumRule

noncomputable section

variable {ι : Type*} [Fintype ι]

/-- Mean-field short-range-order intensity of mode `k` with reduced interaction `a k` and
uniform shift `m`, meant for `1 + a k + m ≠ 0`. -/
def sroIntensity (a : ι → ℝ) (m : ℝ) (k : ι) : ℝ := 1 / (1 + a k + m)

/-- Average of the short-range-order intensity over a nonempty finite set of modes, meant for
shifts at which no denominator `1 + a k + m` vanishes. -/
def sroMean (a : ι → ℝ) (m : ℝ) : ℝ := (∑ k, sroIntensity a m k) / Fintype.card ι

/-- All modes are stable at shift `m`: every inverse intensity `1 + a k + m` is positive. -/
def Stable (a : ι → ℝ) (m : ℝ) : Prop := ∀ k, 0 < 1 + a k + m

/-- An Onsager shift keeps all modes stable and makes the average intensity equal to one. -/
def IsOnsagerShift (a : ι → ℝ) (m : ℝ) : Prop := Stable a m ∧ sroMean a m = 1

/-- If the interactions sum to zero, are not all zero and leave all modes stable without a shift,
the unshifted average intensity exceeds one. -/
theorem one_lt_sroMean {a : ι → ℝ} (hsum : ∑ k, a k = 0) (ha : a ≠ 0) (h : Stable a 0) :
    1 < sroMean a 0 := by
  obtain ⟨j, hj⟩ := Function.ne_iff.mp ha
  have hj' : a j ≠ 0 := hj
  have : Nonempty ι := ⟨j⟩
  have hN : (0 : ℝ) < Fintype.card ι := by exact_mod_cast Fintype.card_pos
  have e : ∀ k, sroIntensity a 0 k = 1 / (1 + a k) := fun k => by simp [sroIntensity]
  have hp : ∀ k, 0 < 1 + a k := fun k => by
    have := h k
    linarith
  -- for x > -1 the tangent of 1 / (1 + x) at x = 0 lies below the curve, touching it only at 0
  have hs : ∑ k, (1 - a k) < ∑ k, sroIntensity a 0 k := by
    refine Finset.sum_lt_sum (fun k _ => ?_) ⟨j, Finset.mem_univ j, ?_⟩
    · rw [e, le_div_iff₀ (hp k)]
      nlinarith [sq_nonneg (a k)]
    · have hsq : 0 < a j ^ 2 := by positivity
      rw [e, lt_div_iff₀ (hp j)]
      nlinarith
  have hc : ∑ k, (1 - a k) = (Fintype.card ι : ℝ) := by
    simp [Finset.sum_sub_distrib, hsum]
  unfold sroMean
  rw [lt_div_iff₀ hN]
  linarith

/-- For a nonempty set of modes, starting from a shift at which all modes are stable, a larger shift
strictly lowers the average intensity. -/
theorem sroMean_strictAnti [Nonempty ι] {a : ι → ℝ} {m m' : ℝ} (h : Stable a m) (hm : m < m') :
    sroMean a m' < sroMean a m := by
  have hN : (0 : ℝ) < Fintype.card ι := by exact_mod_cast Fintype.card_pos
  unfold sroMean
  refine div_lt_div_of_pos_right ?_ hN
  refine Finset.sum_lt_sum_of_nonempty Finset.univ_nonempty (fun k _ => ?_)
  unfold sroIntensity
  exact one_div_lt_one_div_of_lt (h k) (by linarith)

/-- Any real interactions on a nonempty finite set of modes have exactly one Onsager shift. -/
theorem existsUnique_onsagerShift [Nonempty ι] (a : ι → ℝ) : ∃! m, IsOnsagerShift a m := by
  have hN : (0 : ℝ) < Fintype.card ι := by exact_mod_cast Fintype.card_pos
  have hN1 : (1 : ℝ) ≤ Fintype.card ι := by exact_mod_cast Fintype.card_pos (α := ι)
  have hinv : 0 < 1 / (Fintype.card ι : ℝ) := by positivity
  have hinv1 : 1 / (Fintype.card ι : ℝ) ≤ 1 := by
    rw [div_le_iff₀ hN]
    linarith
  -- the softest mode j fixes the bracket for the shift
  obtain ⟨j, hj⟩ := Finite.exists_min a
  have hpos : ∀ m, -1 - a j + 1 / (Fintype.card ι : ℝ) ≤ m → Stable a m := fun m hm k => by
    have := hj k
    linarith
  have hle : -1 - a j + 1 / (Fintype.card ι : ℝ) ≤ -a j := by linarith
  have hcont : ContinuousOn (fun m => sroMean a m)
      (Set.Icc (-1 - a j + 1 / (Fintype.card ι : ℝ)) (-a j)) := by
    simp only [sroMean, sroIntensity]
    exact ContinuousOn.div_const (continuousOn_finsetSum _ fun k _ =>
      ContinuousOn.div continuousOn_const (by fun_prop)
        (fun m hm => (hpos m hm.1 k).ne')) _
  -- at the upper end every intensity is at most one
  have hhi : sroMean a (-a j) ≤ 1 := by
    have hs : ∑ k, sroIntensity a (-a j) k ≤ ∑ _k : ι, (1 : ℝ) := by
      refine Finset.sum_le_sum (fun k _ => ?_)
      unfold sroIntensity
      rw [div_le_iff₀ (hpos _ hle k)]
      linarith [hj k]
    have hc : ∑ _k : ι, (1 : ℝ) = Fintype.card ι := by simp
    unfold sroMean
    rw [div_le_iff₀ hN]
    linarith
  -- at the lower end the softest mode alone saturates the sum rule
  have hlo : 1 ≤ sroMean a (-1 - a j + 1 / (Fintype.card ι : ℝ)) := by
    have hs := Finset.single_le_sum
      (f := fun k => sroIntensity a (-1 - a j + 1 / (Fintype.card ι : ℝ)) k)
      (fun k _ => (one_div_pos.mpr (hpos _ le_rfl k)).le) (Finset.mem_univ j)
    have hval : sroIntensity a (-1 - a j + 1 / (Fintype.card ι : ℝ)) j = Fintype.card ι := by
      unfold sroIntensity
      rw [show 1 + a j + (-1 - a j + 1 / (Fintype.card ι : ℝ)) = 1 / (Fintype.card ι : ℝ) by ring,
        one_div_one_div]
    simp only [hval] at hs
    unfold sroMean
    rw [le_div_iff₀ hN]
    linarith
  obtain ⟨m, hm, he⟩ := intermediate_value_Icc' hle hcont ⟨hhi, hlo⟩
  have he' : sroMean a m = 1 := he
  refine ⟨m, ⟨hpos m hm.1, he'⟩, fun m' h' => ?_⟩
  -- strict monotonicity excludes a second shift
  rcases lt_trichotomy m' m with hlt | heq | hgt
  · have := sroMean_strictAnti h'.1 hlt
    linarith [h'.2]
  · exact heq
  · have := sroMean_strictAnti (hpos m hm.1) hgt
    linarith [h'.2]

/-- If the interactions sum to zero and are not all zero, every Onsager shift is positive. -/
theorem onsagerShift_pos {a : ι → ℝ} {m : ℝ} (hsum : ∑ k, a k = 0) (ha : a ≠ 0)
    (h : IsOnsagerShift a m) : 0 < m := by
  obtain ⟨j, _⟩ := Function.ne_iff.mp ha
  have : Nonempty ι := ⟨j⟩
  by_contra hm
  have hm' : m ≤ 0 := not_lt.mp hm
  have h0 : Stable a 0 := fun k => by
    have := h.1 k
    linarith
  have h1 := one_lt_sroMean hsum ha h0
  rcases hm'.lt_or_eq with hlt | heq
  · have := sroMean_strictAnti h.1 hlt
    linarith [h.2]
  · rw [← heq] at h1
    linarith [h.2]

/-- If all modes of a nonempty set are stable without a shift, every Onsager shift is smaller
than one. -/
theorem onsagerShift_lt_one [Nonempty ι] {a : ι → ℝ} {m : ℝ} (h0 : Stable a 0)
    (h : IsOnsagerShift a m) : m < 1 := by
  have hN : (0 : ℝ) < Fintype.card ι := by exact_mod_cast Fintype.card_pos
  by_contra hm
  have hm' : 1 ≤ m := not_lt.mp hm
  -- a shift of one or more pushes every intensity below one
  have hs : ∑ k, sroIntensity a m k < ∑ _k : ι, (1 : ℝ) := by
    refine Finset.sum_lt_sum_of_nonempty Finset.univ_nonempty (fun k _ => ?_)
    unfold sroIntensity
    rw [div_lt_iff₀ (h.1 k)]
    linarith [h0 k]
  have hc : ∑ _k : ι, (1 : ℝ) = Fintype.card ι := by simp
  have h2 := h.2
  unfold sroMean at h2
  rw [div_eq_iff hN.ne'] at h2
  linarith

/-- Onsager restoration of the sum rule: for interactions that sum to zero, are not all zero and
leave all modes stable without a shift, the unshifted average intensity exceeds one, and there is
exactly one Onsager shift, which lies strictly between zero and one. -/
theorem onsager_restoration {a : ι → ℝ} (hsum : ∑ k, a k = 0) (ha : a ≠ 0) (h0 : Stable a 0) :
    1 < sroMean a 0 ∧
      ∃ m, IsOnsagerShift a m ∧ 0 < m ∧ m < 1 ∧ ∀ m', IsOnsagerShift a m' → m' = m := by
  obtain ⟨j, _⟩ := Function.ne_iff.mp ha
  have : Nonempty ι := ⟨j⟩
  obtain ⟨m, hm, huniq⟩ := existsUnique_onsagerShift a
  exact ⟨one_lt_sroMean hsum ha h0, m, hm, onsagerShift_pos hsum ha hm,
    onsagerShift_lt_one h0 hm, huniq⟩

/-- For two modes with opposite interactions `t` and `-t`, with `t` any real number, the number
`(√(1 + 4 t²) - 1) / 2` is an Onsager shift. -/
theorem two_mode_shift (t : ℝ) :
    IsOnsagerShift ![t, -t] ((Real.sqrt (1 + 4 * t ^ 2) - 1) / 2) := by
  have hs : Real.sqrt (1 + 4 * t ^ 2) ^ 2 = 1 + 4 * t ^ 2 := Real.sq_sqrt (by positivity)
  have hb := abs_le.mp (Real.abs_le_sqrt (show (2 * t) ^ 2 ≤ 1 + 4 * t ^ 2 by nlinarith))
  generalize Real.sqrt (1 + 4 * t ^ 2) = s at hs hb ⊢
  have hp : 0 < 1 + t + (s - 1) / 2 := by linarith [hb.1]
  have hq : 0 < 1 + -t + (s - 1) / 2 := by linarith [hb.2]
  refine ⟨fun k => ?_, ?_⟩
  · fin_cases k
    · exact hp
    · exact hq
  · have e : sroMean ![t, -t] ((s - 1) / 2) =
        (1 / (1 + t + (s - 1) / 2) + 1 / (1 + -t + (s - 1) / 2)) / 2 := by
      simp [sroMean, sroIntensity, Fin.sum_univ_two]
    -- the sum rule is a quadratic equation for the shift
    rw [e, div_add_div _ _ hp.ne' hq.ne', div_div,
      div_eq_iff (mul_pos (mul_pos hp hq) two_pos).ne']
    linear_combination (-1 / 2) * hs

end

end OnsagerSumRule
```

```lean
#print axioms OnsagerSumRule.onsager_restoration
-- 'OnsagerSumRule.onsager_restoration' depends on axioms: [propext, Classical.choice, Quot.sound]
#print axioms OnsagerSumRule.two_mode_shift
-- 'OnsagerSumRule.two_mode_shift' depends on axioms: [propext, Classical.choice, Quot.sound]
```

## What the definitions and theorems say about the alloy

The type `ι` labels the modes, and `Fintype ι` says that there are finitely many. The function `a : ι → ℝ` gives their reduced interactions. `sroIntensity a m k` is $S_k(m)$, and `sroMean a m` is $\bar S(m)$, with equal weight for every mode. `Stable a m` is positivity of all the inverse intensities, so `Stable a 0` is your condition $1+a_k>0$. `IsOnsagerShift a m` combines stability at $m$ with the sum rule.

Your claim is `onsager_restoration`. Its hypotheses are `hsum` (the interactions sum to zero), `ha` (they are not all zero) and `h0` (the unshifted theory is stable). Its conclusion is that the unshifted average exceeds one and that there is an Onsager shift $m$ with $0<m<1$ to which every other Onsager shift is equal. The set of modes need not be assumed nonempty, since a non-zero `a` already supplies a mode.

Two of the theorems behind it ask for less:

- `existsUnique_onsagerShift` gives exactly one Onsager shift for any real interactions on a nonempty finite set of modes, including those for which the unshifted theory is unstable.
- `onsagerShift_pos` needs the zero sum and a non-zero `a`, but not stability at $m=0$.

The zero-sum condition stands for a pair interaction without an on-site term: the average of the interaction over all modes is its real-space value at zero separation. In a finite periodic cell this value also contains the interaction of a site with its own periodic images, so the condition holds if the interaction does not reach that far. The sign convention is that, in the stable unshifted theory, a negative $a_k$ raises the intensity of mode $k$ above that of the random alloy.

The mean-field form of the intensity is assumed, not derived from a Hamiltonian. The shift is likewise defined by the sum rule, and no reaction-field argument for its being independent of $k$ is given. The modes carry no lattice geometry, and the average is a finite sum, not an integral over the Brillouin zone. The proof of `existsUnique_onsagerShift` uses the finite number of modes, because the lower end of its bracket relies on one mode having weight $1/N$. Under your three hypotheses existence can be had without that weight, since the average is above 1 at $m=0$ and below 1 at $m=1$.

For simulation practice this means that, in this one-parameter mean-field model on a finite, equally weighted wavevector grid, a root search for the shift on $(0,1)$ has exactly one solution to find whenever your three hypotheses hold.

## How the Lean proof assembles the argument

`one_lt_sroMean` is the tangent-line step. From `ha` it extracts a mode `j` with non-zero interaction; here `j` need not be the softest mode. `Finset.sum_lt_sum` then asks for the weak inequality at every mode and the strict one at `j`. Clearing the positive denominator turns these into $(1-a_k)(1+a_k)\le1$ and its strict version, which `nlinarith` settles using the sign of the square. The fact `hc` evaluates $\sum_k(1-a_k)$ as the number of modes.

`sroMean_strictAnti` is the monotonicity step. It compares the reciprocals mode by mode with `one_div_lt_one_div_of_lt`, then sums and divides by the number of modes. Stability is required only at the smaller shift, since it carries over to the larger one.

`existsUnique_onsagerShift` follows the bracket argument:

- `Finite.exists_min` picks the softest mode `j`, and `hpos` proves stability from the lower end of the bracket upwards.
- `hcont` obtains continuity from the non-vanishing denominators.
- `hhi` bounds every intensity by one at the upper end.
- `hlo` uses `Finset.single_le_sum` to bound the total intensity from below by that of the softest mode, which `hval` evaluates as $N$.
- `intermediate_value_Icc'`, the version of the intermediate value theorem for a function whose value at the left end is the larger one, supplies the shift.

For uniqueness, `lt_trichotomy` compares a second shift `m'` with `m`. Either strict ordering contradicts `sroMean_strictAnti`, because both averages equal one.

`onsagerShift_pos` assumes $m\le0$, deduces stability at zero and applies `one_lt_sroMean`. It then treats $m<0$ by monotonicity and $m=0$ by substitution. `onsagerShift_lt_one` assumes $m\ge1$ and sums the strict bounds $S_k(m)<1$, contradicting the sum rule. `onsager_restoration` puts these results together.

`two_mode_shift` checks the closed formula for every real $t$. The bound `hb` on the square root gives both positive denominators, `hp` and `hq`. After the fractions are cleared, the sum rule is a polynomial identity that follows from $s^2=1+4t^2$, where `s` is the square root, and `linear_combination` verifies it. The theorem states that the formula gives an Onsager shift; that there is no other one follows from `existsUnique_onsagerShift`.
